# Wannier centres of a time-reversal-symmetric Wilson loop form Kramers pairs when $T^2=-1$

Take one orbital with spin. A state is a pair of complex amplitudes $(a,b)$ for spin up and spin down, and time reversal acts as
$$T(a,b)=(-b^*,a^*),$$
where the star is complex conjugation. Applying it twice gives $-(a,b)$. Let a Wilson loop $W$, the unitary map that a state undergoes when it is transported once around the Brillouin zone, multiply the two amplitudes by phases $\lambda$ and $\mu$. Then
$$WTW(a,b)=(-\lambda\mu^*b^*,\ \mu\lambda^*a^*).$$
If the loop satisfies $WTW=T$, this must equal $(-b^*,a^*)$ for all $a,b$, so $\lambda\mu^*=1$ and hence $\mu=\lambda$. The two spin states share one Wilson eigenvalue.

That eigenvalue fixes a position. Writing $\lambda=e^{i\theta}$, the Wannier centre lies at $\theta/2\pi$ lattice constants, modulo one lattice constant and up to a sign set by the direction of the loop. Equal eigenvalues therefore mean coincident centres. For non-interacting electrons in a gapped two-dimensional crystal with time-reversal symmetry, the centres therefore meet in pairs at transverse momentum $0$ and $\pi$, the two ends of the Wannier-centre flow from which the $\mathbb Z_2$ index is read.

## Occupied states and spinful time reversal

In general the occupied states at one momentum form a complex inner product space $H$. A second space $K$ will hold the occupied states at another momentum. No dimension is fixed yet.

In Lean 4 with Mathlib:

```lean
import Mathlib

open scoped ComplexConjugate

namespace KramersWannier

noncomputable section

variable {H K : Type*} [NormedAddCommGroup H] [InnerProductSpace ℂ H]
  [NormedAddCommGroup K] [InnerProductSpace ℂ K]
```

Time reversal is a map $T$ on $H$ with three properties:
$$T(cx)=c^*\,Tx,\qquad \langle Tx,Ty\rangle=\langle y,x\rangle,\qquad T^2x=-x.$$
The first, together with additivity, is carried by the type `H →ₗ⋆[ℂ] H` of conjugate-linear maps. The other two are the fields `inner_map` and `sq`. The inner product `inner ℂ x y` is conjugate-linear in its first argument, the usual bra-ket convention. The sign in `sq` stands for half-integer spin.

```lean
/-- Time reversal of a spin-1/2 particle: a conjugate-linear map that reverses
inner products (antiunitarity) and squares to `-1`. -/
structure IsSpinfulTimeReversal (T : H →ₗ⋆[ℂ] H) : Prop where
  inner_map : ∀ x y, inner ℂ (T x) (T y) = inner ℂ y x
  sq : ∀ x, T (T x) = -x
```

The Wilson loop has type `H ≃ₗᵢ[ℂ] H`, an invertible linear map that preserves the norm, which is to say a unitary. Its symmetry condition is $WTW=T$. Multiplying from the left by $W^{-1}$ and from the right by $T^{-1}$ turns this into $TWT^{-1}=W^{-1}$: time reversal sends $k$ to $-k$ and so runs the loop backwards.

```lean
/-- A Wilson loop `W` is time-reversal symmetric when `W T W = T`. -/
def IsReversalSymmetric (T : H →ₗ⋆[ℂ] H) (W : H ≃ₗᵢ[ℂ] H) : Prop :=
  ∀ v, W (T (W v)) = T v
```

## A state is orthogonal to its reversed partner

Put $x=Tv$ and $y=v$ in the antiunitarity relation:
$$\langle T^2v,Tv\rangle=\langle v,Tv\rangle .$$
Since $T^2v=-v$, the left side is $-\langle v,Tv\rangle$. The overlap equals its own negative and vanishes. The Wilson loop plays no part here.

In the proof, `hT.inner_map (T v) v` is the displayed equation, the rewrite inserts $T^2=-1$, and `linear_combination` solves $-z=z$ for $z=0$.

```lean
/-- A state is orthogonal to its time-reversed partner when time reversal is
antiunitary and squares to `-1`. -/
theorem inner_partner_eq_zero {T : H →ₗ⋆[ℂ] H} (hT : IsSpinfulTimeReversal T) (v : H) :
    inner ℂ v (T v) = 0 := by
  -- the overlap equals its own negative
  have h := hT.inner_map (T v) v
  rw [hT.sq, inner_neg_left] at h
  linear_combination (-1 / 2 : ℂ) * h
```

## The Wilson eigenvalue is a phase

Let $Wv=\lambda v$ with $v\neq0$. Because $W$ preserves the norm,
$$\|v\|=\|Wv\|=|\lambda|\,\|v\|,$$
and dividing by $\|v\|$ gives $|\lambda|=1$. The eigenvalue is `lam` in the code, and `mul_right_cancel₀` is the division, which is allowed because $v$ is nonzero.

```lean
/-- An eigenvalue of a unitary Wilson loop, belonging to a nonzero state, is a pure phase. -/
theorem norm_eigenvalue {W : H ≃ₗᵢ[ℂ] H} {v : H} {lam : ℂ}
    (hv0 : v ≠ 0) (hv : W v = lam • v) : ‖lam‖ = 1 := by
  have h := W.norm_map v
  rw [hv, norm_smul] at h
  exact mul_right_cancel₀ (norm_ne_zero_iff.mpr hv0) (h.trans (one_mul _).symm)
```

## The partner has the same eigenvalue

Three things are claimed about $Tv$. It is nonzero, because $Tv=0$ would give $-v=T(Tv)=0$. It is orthogonal to $v$ by the overlap argument. For its eigenvalue, apply the symmetry condition to $v$:
$$Tv=WTWv=WT(\lambda v)=W(\lambda^*Tv)=\lambda^*\,WTv .$$
Multiply by $\lambda$ and use $\lambda\lambda^*=|\lambda|^2=1$:
$$WTv=\lambda\,Tv .$$

The vector $v$ need not be normalised. If it is, $Tv$ is normalised too, since $\langle Tv,Tv\rangle=\langle v,v\rangle$.

Kramers' theorem in its familiar form concerns energy levels of a Hamiltonian that commutes with $T$. Here the operator is unitary, its eigenvalues are complex, and the condition is $WTW=T$. The conjugation that $T$ applies to $\lambda$ is undone by the reversal of the loop.

In the statement below, `hW` is the symmetry condition and `hv` the eigenvalue equation. The conclusion joins the three claims with `∧`. The rewrite with `T.map_smulₛₗ` pulls $\lambda$ out of $T$ as $\lambda^*$, `hl` records $\lambda\lambda^*=1$, and the `calc` block carries out the last multiplication.

```lean
/-- Kramers pairs of Wannier centres: if a unitary Wilson loop `W` obeys `W T W = T` for
spinful time reversal `T`, and `v` is a nonzero eigenstate of `W`, then `T v` is nonzero,
orthogonal to `v`, and an eigenstate of `W` with the same eigenvalue. -/
theorem kramers_pair {T : H →ₗ⋆[ℂ] H} {W : H ≃ₗᵢ[ℂ] H} {v : H} {lam : ℂ}
    (hT : IsSpinfulTimeReversal T) (hW : IsReversalSymmetric T W)
    (hv0 : v ≠ 0) (hv : W v = lam • v) :
    T v ≠ 0 ∧ inner ℂ v (T v) = 0 ∧ W (T v) = lam • T v := by
  refine ⟨fun h0 => hv0 ?_, inner_partner_eq_zero hT v, ?_⟩
  · have h := hT.sq v
    rw [h0, map_zero] at h
    exact neg_eq_zero.mp h.symm
  · -- `W T W = T` on the eigenstate; `T` conjugates the eigenvalue
    have h := hW v
    rw [hv, T.map_smulₛₗ, map_smul] at h
    -- the eigenvalue is a phase, so its conjugate is its inverse
    have hl : lam * conj lam = 1 := by
      rw [Complex.mul_conj, Complex.normSq_eq_norm_sq, norm_eigenvalue hv0 hv]
      simp
    calc W (T v) = (lam * conj lam) • W (T v) := by rw [hl, one_smul]
      _ = lam • T v := by rw [mul_smul, h]
```

## Every Wilson eigenvalue is at least doubly degenerate

Suppose now that $H$ is finite-dimensional, as it is for finitely many occupied bands. Let $\lambda$ be an eigenvalue of $W$ with eigenvector $v$. Both $v$ and $Tv$ lie in its eigenspace. If
$$s\,v+t\,Tv=0,$$
the inner product with $v$ leaves $s\langle v,v\rangle=0$, so $s=0$. What remains is $t\,Tv=0$, and $Tv\neq0$ gives $t=0$. The two vectors are linearly independent, so the eigenspace has dimension at least two.

The expression `W.toLinearEquiv.toLinearMap` is the same $W$ regarded as a plain linear map, the form in which Mathlib defines eigenvalues and eigenspaces. `Module.finrank` is the dimension. The proof takes an eigenvector, obtains its partner from `kramers_pair`, establishes independence as `hli`, and compares the number of independent vectors with the dimension. The bound is a lower one and says nothing about the parity of the degeneracy.

```lean
/-- For finitely many occupied states, every eigenvalue of a unitary Wilson loop with
`W T W = T`, where `T` is spinful time reversal, is at least doubly degenerate. -/
theorem two_le_degeneracy [FiniteDimensional ℂ H] {T : H →ₗ⋆[ℂ] H} {W : H ≃ₗᵢ[ℂ] H}
    {lam : ℂ} (hT : IsSpinfulTimeReversal T) (hW : IsReversalSymmetric T W)
    (hlam : Module.End.HasEigenvalue W.toLinearEquiv.toLinearMap lam) :
    2 ≤ Module.finrank ℂ (Module.End.eigenspace W.toLinearEquiv.toLinearMap lam) := by
  obtain ⟨v, hmem, hv0⟩ := hlam.exists_hasEigenvector
  have hv : W v = lam • v := Module.End.mem_eigenspace_iff.mp hmem
  obtain ⟨hTv0, horth, hTv⟩ := kramers_pair hT hW hv0 hv
  have hmem' : T v ∈ Module.End.eigenspace W.toLinearEquiv.toLinearMap lam :=
    Module.End.mem_eigenspace_iff.mpr hTv
  -- the two partners are linearly independent inside the eigenspace
  have hli : LinearIndependent ℂ
      ![(⟨v, hmem⟩ : Module.End.eigenspace W.toLinearEquiv.toLinearMap lam),
        ⟨T v, hmem'⟩] := by
    rw [LinearIndependent.pair_iff]
    intro s t hst
    have h : s • v + t • T v = 0 := congrArg Subtype.val hst
    have hs : s = 0 := by
      have h' := congrArg (fun x => inner ℂ v x) h
      simp only [inner_add_right, inner_smul_right, horth, mul_zero, add_zero,
        inner_zero_right] at h'
      exact (mul_eq_zero.mp h').resolve_right (inner_self_ne_zero.mpr hv0)
    rw [hs, zero_smul, zero_add] at h
    exact ⟨hs, (smul_eq_zero.mp h).resolve_right hTv0⟩
  simpa using hli.fintype_card_le_finrank
```

## Where $WTW=T$ comes from

Time reversal maps momentum $k$ to $-k$. On the loop across a one-dimensional Brillouin zone, two momenta are mapped to themselves up to a reciprocal lattice vector: $k=0$ and $k=\pi$, in units of the inverse lattice constant. In two dimensions the same holds on the loops whose transverse momentum is $0$ or $\pi$; a loop at any other transverse momentum is mapped to a different loop, and the argument does not apply to it. Let $H$ and $K$ be the occupied spaces at these points, with time reversals $T$ and $T'$. Let $A:H\to K$ transport states along the first half of the loop, and let $B:K\to H$ bring them back along the second half. The full loop is $W=BA$.

Time reversal turns the path from $0$ to $\pi$ into the path from $0$ to $-\pi$, which is the second half traversed backwards. For the transports this reads $T'AT^{-1}=B^{-1}$, or
$$BT'A=T .$$
This relation is the hypothesis `h`. It stands for a time-reversal-symmetric crystal whose occupied bands are separated by a gap from the rest along the whole loop; the Hamiltonian and the parallel transport themselves are not modelled.

To reach the loop condition, first find what happens with the halves in the other order. For any $w$ in $K$, apply the relation to the vector $TBw$:
$$BT'A(TBw)=T^2Bw=-Bw=B(-w).$$
Since $B$ is injective, $T'ATBw=-w$. Applying $T'$ and using $T'^2=-1$ gives $-ATBw=-T'w$, hence
$$ATB=T'.$$
Then
$$WTW=B(ATB)A=BT'A=T .$$

The intermediate identity is `key` in the proof, and `B.injective` removes $B$ from both sides. The composite `A.trans B` means first $A$, then $B$, which is the operator product $BA$.

```lean
/-- Let a unitary `A` carry the occupied states from one time-reversal-invariant momentum to another
and a unitary `B` carry them back along the rest of the loop, with spinful time reversals `T` and
`T'` at the two momenta. If `B T' A = T`, the full Wilson loop `W = B A` obeys `W T W = T`. -/
theorem loop_symmetric_of_halves {T : H →ₗ⋆[ℂ] H} {T' : K →ₗ⋆[ℂ] K}
    (hT : IsSpinfulTimeReversal T) (hT' : IsSpinfulTimeReversal T')
    (A : H ≃ₗᵢ[ℂ] K) (B : K ≃ₗᵢ[ℂ] H) (h : ∀ v, B (T' (A v)) = T v) :
    IsReversalSymmetric T (A.trans B) := by
  -- inverting the relation between the halves gives `A T B = T'`
  have key : ∀ w, A (T (B w)) = T' w := by
    intro w
    have h2 : T' (A (T (B w))) = -w := B.injective (by rw [h, hT.sq, map_neg])
    have h3 := congrArg T' h2
    rw [hT'.sq, map_neg] at h3
    exact neg_inj.mp h3
  intro v
  change B (A (T (B (A v)))) = T v
  rw [key, h]
```

## The condition in a Wilson-loop code

A band-structure code works with matrices. At neighbouring mesh points it forms the overlaps
$$M_{mn}=\langle u_m(k_{j+1})|u_n(k_j)\rangle$$
of the occupied cell-periodic states. On a finite mesh these are not exactly unitary, so each nonsingular $M$ with singular value decomposition $M=V\Sigma X^\dagger$ is replaced by $VX^\dagger$. The last overlap closes the loop with the states $u_m(k_0+G)=e^{-iG\cdot r}u_m(k_0)$, where $k_0$ is the starting point, $G$ the reciprocal lattice vector that the loop spans and $r$ the position. The ordered product of these factors around the loop is the matrix of $W$, and the phases of its eigenvalues, divided by $2\pi$, give the Wannier centres in lattice constants, up to the sign set by the direction of the loop.

With $\Theta$ the time-reversal operator on the full one-electron space, set $U_{mn}=\langle u_m(0)|\Theta u_n(0)\rangle$. For a loop at transverse momentum $\pi$, replace $\Theta$ here by $e^{-iG'\cdot r}\Theta$, where $G'$ is the transverse reciprocal lattice vector; the factor brings the reversed states back from transverse momentum $-\pi$ to $\pi$. On a column $c$ of coefficients at $k=0$, time reversal acts as $Tc=Uc^*$, and $WTW=T$ becomes
$$W\,U\,W^*=U,$$
where $W^*$ is the entrywise conjugate, not the adjoint. First check that $U$ is unitary, which says that the occupied space at $k=0$ is closed under $\Theta$; for a single spin-up band $U=0$, and the equation holds trivially. Once $U$ is unitary, the norm of $WUW^*-U$ tests the loop condition. If the loop starts at $k=0$, the mesh is symmetric under $k\to-k$ and the occupied subspaces respect time reversal, this norm should vanish to rounding error, and the centres should then agree in pairs to similar accuracy. On such a mesh, a visible splitting at transverse momentum $0$ or $\pi$ points to a broken symmetry or to a set of bands that is not closed under time reversal; at other transverse momenta the centres may split without either.

## Two orbitals with distinct centres

A four-state example satisfies all the conditions and has more than one Wannier centre. Take two orbitals with spin and amplitudes $(x_0,x_1,x_2,x_3)$, the first two belonging to the first orbital. Time reversal acts in each orbital as in the one-orbital case:
$$T(x_0,x_1,x_2,x_3)=(-x_1^*,\,x_0^*,\,-x_3^*,\,x_2^*).$$

The space is `EuclideanSpace ℂ (Fin 4)`, that is $\mathbb C^4$ with its standard inner product and indices from 0 to 3. The definition includes the check that the map is conjugate-linear.

```lean
/-- Time reversal on two orbitals with spin: in each orbital the amplitudes `(a, b)` of
spin up and down become `(-b*, a*)`. -/
def spinReversal : EuclideanSpace ℂ (Fin 4) →ₗ⋆[ℂ] EuclideanSpace ℂ (Fin 4) where
  toFun x := !₂[-conj (x 1), conj (x 0), -conj (x 3), conj (x 2)]
  map_add' x y := by
    ext i
    fin_cases i <;> simp <;> ring
  map_smul' c x := by
    ext i
    fin_cases i <;> simp
```

The Wilson loop leaves the first orbital alone and multiplies the second by $i$:
$$W(x_0,x_1,x_2,x_3)=(x_0,\,x_1,\,i x_2,\,i x_3).$$
Its eigenvalues can be read off as $1$ and $i$, each belonging to one spin doublet. With $\theta=0$ and $\theta=\pi/2$, the centres lie at zero and at a quarter of a lattice constant. The definition supplies the inverse, which multiplies the second orbital by $-i$, and verifies that the norm is preserved.

```lean
/-- A Wilson loop on two orbitals with spin that multiplies the first orbital by `1` and
the second by `i`. -/
def orbitalLoop : EuclideanSpace ℂ (Fin 4) ≃ₗᵢ[ℂ] EuclideanSpace ℂ (Fin 4) where
  toFun x := !₂[x 0, x 1, Complex.I * x 2, Complex.I * x 3]
  invFun x := !₂[x 0, x 1, -Complex.I * x 2, -Complex.I * x 3]
  map_add' x y := by
    ext i
    fin_cases i <;> simp [mul_add]
  map_smul' c x := by
    ext i
    fin_cases i <;> simp [mul_left_comm]
  left_inv x := by
    ext i
    fin_cases i <;> simp [← mul_assoc]
  right_inv x := by
    ext i
    fin_cases i <;> simp [← mul_assoc]
  norm_map' x := by
    simp [EuclideanSpace.norm_eq, Fin.sum_univ_four]
```

Antiunitarity follows by writing out the four terms of the inner product:
$$\langle Tx,Ty\rangle=x_1y_1^*+x_0y_0^*+x_3y_3^*+x_2y_2^*=\langle y,x\rangle .$$
Applying $T$ twice reverses every sign. For the loop condition, the first orbital is immediate, and the second gives
$$i\,\bigl(-(ix_3)^*\bigr)=-x_3^*,\qquad i\,(ix_2)^*=x_2^*,$$
which are the last two components of $Tx$. The theorem states these properties of the two maps, so `kramers_pair` and `two_le_degeneracy` apply to them. Its proof checks the identities component by component.

```lean
/-- The two-orbital maps `spinReversal` and `orbitalLoop` are a spinful time reversal and
a Wilson loop symmetric under it. -/
theorem kramers_pair_witness :
    IsSpinfulTimeReversal spinReversal ∧ IsReversalSymmetric spinReversal orbitalLoop := by
  refine ⟨⟨fun x y => ?_, fun x => ?_⟩, fun x => ?_⟩
  · simp [spinReversal, PiLp.inner_apply, Fin.sum_univ_four]
    ring
  · ext i
    fin_cases i <;> simp [spinReversal]
  · change !₂[-conj (x 1), conj (x 0), Complex.I * -conj (Complex.I * x 3),
      Complex.I * conj (Complex.I * x 2)] =
      !₂[-conj (x 1), conj (x 0), -conj (x 3), conj (x 2)]
    ext i
    fin_cases i <;> simp [← mul_assoc]

end

end KramersWannier
```

```lean
#print axioms KramersWannier.kramers_pair
#print axioms KramersWannier.two_le_degeneracy
#print axioms KramersWannier.loop_symmetric_of_halves
```

```
'KramersWannier.kramers_pair' depends on axioms: [propext, Classical.choice, Quot.sound]
'KramersWannier.two_le_degeneracy' depends on axioms: [propext, Classical.choice, Quot.sound]
'KramersWannier.loop_symmetric_of_halves' depends on axioms: [propext, Classical.choice, Quot.sound]
```
